# Quenched QED has 1, 6, 50, 518 and 6354 proper vertex diagrams with one to five internal photons

The electron's anomalous magnetic moment can be calculated order by order from a list of vertex diagrams, and a diagram missing from the list will in general make the result wrong. For the diagrams without closed electron loops, the length of the list can be compared with a number known in advance. These notes derive that number from a recurrence for the electron self-energy. They count diagrams only; the values of the integrals do not enter. Two different diagrams that are mirror images of each other count as two, so a list that merges such pairs is shorter.

## One electron line and its photons

In the quenched theory a propagator diagram is a single electron line with $n$ internal photons. The photons have $2n$ endpoints on the line, and the diagram is fixed by saying which endpoints are joined. The first endpoint has $2n-1$ possible partners, the next free one has $2n-3$, and so on, so there are

$$a_n=(2n-1)!!=1\cdot3\cdots(2n-1),\qquad a_0=1$$

diagrams. If every propagator and every vertex is replaced by the number one, as in zero-dimensional QED, the electron propagator becomes the formal power series

$$S(x)=\sum_{n\ge0}a_nx^n ,$$

where the power of $x$ is the number of photons.

The self-energy $\Sigma$ collects the diagrams with at least one photon that do not fall apart when one internal electron line is cut, with the outer lines removed. It is defined by Dyson's equation $S=1/(1-\Sigma)$. Write $\Sigma=\sum_n s_nx^n$.

For the vertex, attach one external photon to any electron line of a propagator diagram. With $2n$ endpoints the line has $2n+1$ segments, the two outer ones included, so the insertions form the series

$$V(x)=\sum_{n\ge0}(2n+1)a_nx^n .$$

Every insertion is a proper vertex with a full propagator on either side. The proper vertex is therefore $\Gamma=V/S^2$.

## Recurrence, vertex counts and growth

The results are, with $\Gamma_n$ the coefficient of $x^n$ in $\Gamma$:

- $s_1=1$, and $s_n=(2n-3)s_{n-1}+\sum_{i=1}^{n-1}s_is_{n-i}$ for $n\ge2$.
- $\Gamma_n=(2n-1)s_n$ for $n\ge1$, with the values $1,6,50,518,6354$ for $n=1,\dots,5$.
- $\tfrac23(2n-1)!!\le s_n\le(2n-1)!!$ for $n\ge2$.

In Lean the series are elements of `ℚ⟦X⟧`, formal power series with rational coefficients, so convergence plays no role. The correspondence is:

| Mathematics | Lean |
|---|---|
| $a_n$ | `chordCount n` |
| $S$, $\Sigma$ | `propagator`, `selfEnergy` |
| $V$, $\Gamma$ | `insertion`, `properVertex` |
| $s_n$, $\Gamma_n$ | `coeff n selfEnergy`, `coeff n properVertex` |

The range `Finset.Ico 1 n` means $1\le i<n$. The vertex is defined by insertion and amputation, so the factor $2n-1$ is a theorem and not part of the definition.

The theorems concern these series. The step from them to QED is the identification of their coefficients with numbers of Feynman diagrams, which rests on the counting argument above; the Lean code contains no type of diagrams. Diagrams with closed electron loops have to be counted separately.

## From Dyson's equation to the recurrence

Since $S$ has constant term 1, it is invertible, $\Sigma=1-1/S$ has constant term 0, and

$$S(1-\Sigma)=1. \tag{1}$$

The coefficient of $x^n$ in $xS'$ is $na_n$, hence

$$V=S+2xS'. \tag{2}$$

Also $a_{n+1}=(2n+1)a_n$, which says that

$$S=1+xV. \tag{3}$$

In diagrams, (3) removes the first photon of a propagator diagram: its far end sat on some electron line of what remains.

Differentiating (1) gives $S'(1-\Sigma)=S\Sigma'$. Multiplying by $1-\Sigma$ and using (1) gives $S'(1-\Sigma)^2=\Sigma'$. Because $1/S=1-\Sigma$, equation (2) now yields

$$\Gamma=V(1-\Sigma)^2=S(1-\Sigma)^2+2xS'(1-\Sigma)^2=1-\Sigma+2x\Sigma'. \tag{4}$$

This is the counting form of the Ward identity. The textbook identity differentiates the inverse propagator with respect to momentum; here $2x\,\frac{d}{dx}-1$ multiplies each self-energy diagram by its number of internal electron lines. For $n\ge1$ the coefficient of $x^n$ in (4) is $-s_n+2ns_n=(2n-1)s_n$, and the constant term is $\Gamma_0=1$. The factor $2n-1$ is the number of internal electron lines in a self-energy diagram with $n$ photons.

Multiplying (3) by $(1-\Sigma)^2$ gives $1-\Sigma=(1-\Sigma)^2+x\Gamma$, that is,

$$\Sigma=x\Gamma+\Sigma^2. \tag{5}$$

Multiplied by $S$, equation (5) reads $\Sigma=xS\Gamma$, the usual form of the Schwinger-Dyson equation for the self-energy. Because $s_0=0$, the square contributes only products with $1\le i\le n-1$. The coefficient of $x^n$ in (5) is

$$s_n=\Gamma_{n-1}+\sum_{i=1}^{n-1}s_is_{n-i}.$$

For $n=1$ the sum is empty and $s_1=\Gamma_0=1$. For $n\ge2$, $\Gamma_{n-1}=(2n-3)s_{n-1}$, which is the recurrence.

## Five orders worked out

With one photon there is one self-energy diagram and one internal line, so there is one vertex diagram. With two photons, label the endpoints 1 to 4. The pairing (12)(34) falls apart when the middle line is cut. The crossed pairing (13)(24) and the nested pairing (14)(23) do not. Hence $s_2=2$, and three internal lines in each give six vertex diagrams. The recurrence agrees and continues:

$$\begin{aligned}
s_2&=1\cdot1+1=2, & \Gamma_2&=3\cdot2=6,\\
s_3&=3\cdot2+(2+2)=10, & \Gamma_3&=5\cdot10=50,\\
s_4&=5\cdot10+(10+4+10)=74, & \Gamma_4&=7\cdot74=518,\\
s_5&=7\cdot74+(74+20+20+74)=706, & \Gamma_5&=9\cdot706=6354.
\end{aligned}$$

## Factorial growth of the number of diagrams

The recurrence has nonnegative coefficients for $n\ge2$, so all $s_n$ are nonnegative. For $k\ge2$ the terms $i=1$ and $i=k$ of the sum for $s_{k+1}$ are distinct, and each equals $s_k$. Keeping only these two,

$$s_{k+1}\ge(2k-1)s_k+2s_k=(2k+1)s_k .$$

Since $a_{k+1}=(2k+1)a_k$, the ratio $s_n/a_n$ never decreases from $n=2$ on. It starts at $2/3$, which proves the lower bound, with equality at $n=2$ and $n=3$.

For the upper bound, write (1) as $S=1+\Sigma S$. For $n\ge1$ its coefficient is

$$a_n=s_n+\sum_{k=0}^{n-1}s_ka_{n-k}\ge s_n .$$

At least two thirds of the quenched propagator diagrams with $n\ge2$ photons are thus self-energy diagrams with outer lines attached. This concerns their number. The size of a QED amplitude also depends on the integrals and on cancellations between them.

## The Lean file

```lean
import Mathlib

open PowerSeries

namespace QuenchedVertexCounts

noncomputable section

/-- The number `(2n-1)!! = 1 · 3 · ⋯ · (2n-1)` of ways to join `2n` points on an electron line
pairwise by `n` photons. -/
def chordCount (n : ℕ) : ℚ := ∏ k ∈ Finset.range n, (2 * (k : ℚ) + 1)

/-- The quenched electron propagator, with every diagram counted with weight one; the power of
`X` is the number of photons. -/
def propagator : ℚ⟦X⟧ := PowerSeries.mk chordCount

/-- The electron self-energy `1 - 1/S`, where `S` is the propagator. -/
def selfEnergy : ℚ⟦X⟧ := 1 - propagator⁻¹

/-- Propagator diagrams with one external photon attached to any of the `2n+1` electron lines
of a diagram with `n` photons. -/
def insertion : ℚ⟦X⟧ := PowerSeries.mk fun n => (2 * (n : ℚ) + 1) * chordCount n

/-- The proper vertex: the external-photon insertions with both outer propagators amputated. -/
def properVertex : ℚ⟦X⟧ := insertion * propagator⁻¹ ^ 2

/-- The propagator series starts with one, and the self-energy series has no constant term. -/
theorem constant_terms :
    constantCoeff propagator = 1 ∧ constantCoeff selfEnergy = 0 := by
  have h : constantCoeff propagator = 1 := by
    rw [← coeff_zero_eq_constantCoeff_apply, propagator, coeff_mk]
    norm_num [chordCount]
  refine ⟨h, ?_⟩
  rw [selfEnergy, map_sub, map_one, PowerSeries.constantCoeff_inv, h]
  norm_num

/-- Dyson's equation: the propagator is the inverse of one minus the self-energy. -/
theorem dyson : propagator * (1 - selfEnergy) = 1 := by
  rw [selfEnergy, sub_sub_cancel]
  exact PowerSeries.mul_inv_cancel _ (by rw [constant_terms.1]; exact one_ne_zero)

/-- The series of single external-photon insertions is, in terms of the propagator `S`,
`S + 2 x S'`. -/
theorem insertion_eq :
    insertion = propagator + 2 * (X * derivative ℚ propagator) := by
  ext n
  rw [two_mul]
  simp only [map_add]
  cases n with
  | zero =>
    rw [coeff_zero_X_mul]
    simp only [insertion, propagator, coeff_mk]
    simp
  | succ m =>
    rw [coeff_succ_X_mul, coeff_derivative]
    simp only [insertion, propagator, coeff_mk]
    push_cast
    ring

/-- Schwinger-Dyson equation for the propagator: a diagram is either the bare line, or its first
photon ends on some electron line of the remaining diagram. -/
theorem schwinger_dyson : propagator = 1 + X * insertion := by
  ext n
  rw [map_add]
  cases n with
  | zero =>
    rw [coeff_zero_X_mul]
    simp only [propagator, coeff_mk]
    simp [chordCount]
  | succ m =>
    rw [coeff_succ_X_mul, coeff_one, if_neg (Nat.succ_ne_zero m)]
    simp only [propagator, insertion, coeff_mk, chordCount, Finset.prod_range_succ]
    ring

/-- Ward identity: the proper vertex is fixed by the self-energy `Σ` as `1 - Σ + 2 x Σ'`. -/
theorem ward_identity :
    properVertex = 1 - selfEnergy + 2 * (X * derivative ℚ selfEnergy) := by
  have hinv : propagator⁻¹ = 1 - selfEnergy := by rw [selfEnergy, sub_sub_cancel]
  -- differentiate Dyson's equation
  have hd := congrArg (derivative ℚ) dyson
  simp only [Derivation.leibniz, map_sub, Derivation.map_one_eq_zero, smul_eq_mul] at hd
  rw [properVertex, hinv, insertion_eq]
  linear_combination ((1 - selfEnergy) + 2 * X * derivative ℚ selfEnergy) * dyson
    + 2 * X * (1 - selfEnergy) * hd

/-- Schwinger-Dyson equation for the self-energy `Σ` and the proper vertex `Γ`:
`Σ = x Γ + Σ²`. -/
theorem selfEnergy_eq : selfEnergy = X * properVertex + selfEnergy ^ 2 := by
  have hinv : propagator⁻¹ = 1 - selfEnergy := by rw [selfEnergy, sub_sub_cancel]
  rw [properVertex, hinv]
  linear_combination (1 - selfEnergy) ^ 2 * schwinger_dyson - (1 - selfEnergy) * dyson

/-- With `n ≥ 1` photons, the proper vertex count is `2n-1` times the self-energy count. -/
theorem vertex_coeff (n : ℕ) (hn : 1 ≤ n) :
    coeff n properVertex = (2 * (n : ℚ) - 1) * coeff n selfEnergy := by
  obtain ⟨m, rfl⟩ := Nat.exists_eq_add_of_le' hn
  rw [ward_identity, two_mul]
  simp only [map_add, map_sub]
  rw [coeff_succ_X_mul, coeff_derivative, coeff_one, if_neg (Nat.succ_ne_zero m)]
  push_cast
  ring

/-- The self-energy counts start with `s₁ = 1` and obey
`sₙ = (2n-3) sₙ₋₁ + ∑ sᵢ sₙ₋ᵢ` for `n ≥ 2`, the sum running over `1 ≤ i < n`. -/
theorem selfEnergy_recurrence :
    coeff 1 selfEnergy = 1 ∧ ∀ n : ℕ, 2 ≤ n →
      coeff n selfEnergy = (2 * (n : ℚ) - 3) * coeff (n - 1) selfEnergy
        + ∑ i ∈ Finset.Ico 1 n, coeff i selfEnergy * coeff (n - i) selfEnergy := by
  -- the square of the self-energy has no end terms
  have hsq : ∀ n : ℕ, coeff (n + 1) (selfEnergy ^ 2) =
      ∑ i ∈ Finset.Ico 1 (n + 1), coeff i selfEnergy * coeff (n + 1 - i) selfEnergy := by
    intro n
    rw [sq, coeff_mul, Finset.Nat.sum_antidiagonal_eq_sum_range_succ_mk,
      Finset.sum_range_succ, Finset.range_eq_Ico,
      Finset.sum_eq_sum_Ico_succ_bot (Nat.succ_pos n)]
    simp [constant_terms.2]
  have step : ∀ n : ℕ, coeff (n + 1) selfEnergy = coeff n properVertex +
      ∑ i ∈ Finset.Ico 1 (n + 1), coeff i selfEnergy * coeff (n + 1 - i) selfEnergy := by
    intro n
    have e : coeff (n + 1) selfEnergy = coeff (n + 1) (X * properVertex + selfEnergy ^ 2) :=
      congrArg _ selfEnergy_eq
    rw [map_add, coeff_succ_X_mul, hsq n] at e
    exact e
  have h0 : coeff 0 properVertex = 1 := by
    rw [ward_identity, two_mul]
    simp [constant_terms.2]
  refine ⟨(step 0).trans (by rw [h0]; simp), fun n hn => ?_⟩
  obtain ⟨k, rfl⟩ := Nat.exists_eq_add_of_le' (show 1 ≤ n by omega)
  rw [Nat.add_sub_cancel, step k, vertex_coeff k (by omega)]
  push_cast
  ring

/-- The coefficients of the proper vertex series at orders one to five are 1, 6, 50, 518 and 6354.
-/
theorem quenched_vertex_counts :
    coeff 1 properVertex = 1 ∧ coeff 2 properVertex = 6 ∧ coeff 3 properVertex = 50 ∧
      coeff 4 properVertex = 518 ∧ coeff 5 properVertex = 6354 := by
  obtain ⟨h1, h⟩ := selfEnergy_recurrence
  have h2 := h 2 (by norm_num)
  norm_num [Finset.sum_Ico_succ_top, h1] at h2
  have h3 := h 3 (by norm_num)
  norm_num [Finset.sum_Ico_succ_top, h1, h2] at h3
  have h4 := h 4 (by norm_num)
  norm_num [Finset.sum_Ico_succ_top, h1, h2, h3] at h4
  have h5 := h 5 (by norm_num)
  norm_num [Finset.sum_Ico_succ_top, h1, h2, h3, h4] at h5
  norm_num [vertex_coeff, h1, h2, h3, h4, h5]

/-- For `n ≥ 2` photons the self-energy count lies between two thirds of `(2n-1)!!` and `(2n-1)!!`.
-/
theorem large_order_bounds (n : ℕ) (hn : 2 ≤ n) :
    2 / 3 * chordCount n ≤ coeff n selfEnergy ∧ coeff n selfEnergy ≤ chordCount n := by
  obtain ⟨h1, hrec⟩ := selfEnergy_recurrence
  have hpos : ∀ m : ℕ, 0 ≤ coeff m selfEnergy := by
    intro m
    induction m using Nat.strong_induction_on with
    | _ m ih =>
      rcases Nat.lt_or_ge m 2 with h | h
      · obtain rfl | rfl : m = 0 ∨ m = 1 := by omega
        · exact ((coeff_zero_eq_constantCoeff_apply _).trans constant_terms.2).ge
        · rw [h1]; norm_num
      · rw [hrec m h]
        have hc : (2 : ℚ) ≤ m := by exact_mod_cast h
        refine add_nonneg (mul_nonneg (by linarith) (ih _ (by omega)))
          (Finset.sum_nonneg fun i hi => ?_)
        rw [Finset.mem_Ico] at hi
        exact mul_nonneg (ih _ (by omega)) (ih _ (by omega))
  constructor
  · -- keep only the two end terms of the convolution
    induction n, hn using Nat.le_induction with
    | base =>
      rw [hrec 2 le_rfl]
      norm_num [chordCount, Finset.prod_range_succ, Finset.sum_Ico_succ_top, h1]
    | succ k hk ih =>
      have hs := hrec (k + 1) (by omega)
      rw [Nat.add_sub_cancel, Finset.sum_eq_sum_Ico_succ_bot (by omega : 1 < k + 1),
        Finset.sum_Ico_succ_top (by omega : 1 + 1 ≤ k), Nat.add_sub_cancel,
        Nat.add_sub_cancel_left, h1, Nat.cast_add, Nat.cast_one] at hs
      have hr : 0 ≤ ∑ i ∈ Finset.Ico (1 + 1) k,
          coeff i selfEnergy * coeff (k + 1 - i) selfEnergy :=
        Finset.sum_nonneg fun i _ => mul_nonneg (hpos _) (hpos _)
      have ha : chordCount (k + 1) = chordCount k * (2 * (k : ℚ) + 1) :=
        Finset.prod_range_succ _ _
      have hk0 : (0 : ℚ) ≤ 2 * (k : ℚ) + 1 := by positivity
      rw [ha]
      nlinarith [mul_le_mul_of_nonneg_right ih hk0]
  · -- the self-energy diagrams are among the propagator diagrams
    have hd : propagator = 1 + selfEnergy * propagator := by linear_combination dyson
    have h : coeff n propagator = coeff n (1 + selfEnergy * propagator) := congrArg _ hd
    rw [map_add, coeff_one, if_neg (by omega), zero_add, coeff_mul,
      Finset.Nat.sum_antidiagonal_eq_sum_range_succ_mk, Finset.sum_range_succ] at h
    have hS : ∀ j : ℕ, 0 ≤ coeff j propagator := by
      intro j
      rw [propagator, coeff_mk]
      exact Finset.prod_nonneg fun i _ => by positivity
    have h0 : coeff 0 propagator = 1 :=
      (coeff_zero_eq_constantCoeff_apply _).trans constant_terms.1
    simp only [Nat.sub_self, h0, mul_one] at h
    have hb : 0 ≤ ∑ k ∈ Finset.range n, coeff k selfEnergy * coeff (n - k) propagator :=
      Finset.sum_nonneg fun k _ => mul_nonneg (hpos k) (hS (n - k))
    calc coeff n selfEnergy ≤ coeff n propagator := by linarith
      _ = chordCount n := coeff_mk n chordCount

end

end QuenchedVertexCounts
```

```lean
#print axioms QuenchedVertexCounts.quenched_vertex_counts
#print axioms QuenchedVertexCounts.large_order_bounds
```

```
'QuenchedVertexCounts.quenched_vertex_counts' depends on axioms: [propext, Classical.choice, Quot.sound]
'QuenchedVertexCounts.large_order_bounds' depends on axioms: [propext, Classical.choice, Quot.sound]
```

## How the lemmas carry the derivation

`constant_terms` supplies the two constant terms. `dyson` uses the first of them to cancel the inverse, which gives (1).

`insertion_eq` and `schwinger_dyson` are (2) and (3). Both compare coefficients after `ext n`, with the constant term treated separately because multiplication by `X` shifts the index. In `schwinger_dyson` the positive orders follow from `Finset.prod_range_succ`, which splits off the last factor of the double factorial.

`ward_identity` applies the derivative to both sides of `dyson` and names the result `hd`. The `linear_combination` then gives the multiples of `dyson` and `hd` that add up to (4), replacing the successive substitutions made by hand. `selfEnergy_eq` obtains (5) in the same way: it multiplies `schwinger_dyson` by $(1-\Sigma)^2$ and uses `dyson` to simplify the left side. `vertex_coeff` reads off the factor $2n-1$.

In `selfEnergy_recurrence`, the auxiliary statement `hsq` removes the two end terms of the square, which contain $s_0=0$. The statement `step` is the coefficient of (5) at order $n+1$, so its index is one lower than in the formula above. The value `h0` of $\Gamma_0$ settles $s_1$, and `vertex_coeff` turns `step` into the recurrence for the later orders.

`quenched_vertex_counts` evaluates the recurrence at $n=2,3,4,5$, feeding each value into the next, and finally multiplies by $2n-1$.

`large_order_bounds` first proves nonnegativity, `hpos`, by strong induction, since the recurrence refers to all lower orders. The lower bound is an induction starting at $n=2$: the two end terms are split from the sum, the remainder `hr` is nonnegative, and `nlinarith` combines this with the induction hypothesis multiplied by $2k+1$. The upper bound takes the coefficient of $S=1+\Sigma S$, called `hd` in that proof, and discards the nonnegative sum `hb`.
